# A quartic model whose energy has a field derivative where its orbital parameter has none

If an energy is stationary in the orbitals and in any other wavefunction parameters, and the basis functions do not depend on the field, its first field derivative can be evaluated from the explicit field dependence alone, with all these parameters held at their optimised values. The derivative of a property that is not stationary in the orbitals generally also contains the orbital response, which is usually obtained from a linear equation with the orbital Hessian as its matrix. The one-parameter model below, with the parameter itself as the property, separates the two cases: at zero field its energy derivative exists, while the linear equation has no solution and the property has no derivative.

## A quartic energy in a linear field

Let \(x\) be a real orbital parameter and \(t\) a real field, both dimensionless, and let the energy be

\[ f(x,t) = \frac{x^4}{4} - t\,x . \]

The quartic term stands for a restoring energy whose harmonic part vanishes at \(x=0\). It is postulated, not derived from a Hamiltonian, and the model has no wavefunction.

```lean
import Mathlib

open Filter Topology

namespace SingularOrbitalHessian

noncomputable section
```

In Lean, `energy x t` is \(f(x,t)\), with both arguments ranging over all of \(\mathbb{R}\).

```lean
/-- The model energy `x⁴/4 - t x` of an orbital parameter `x` in a field `t`. -/
def energy (x t : ℝ) : ℝ := x ^ 4 / 4 - t * x
```

Stationarity in \(x\) reads \(x^3 - t = 0\), so the candidate for the relaxed parameter is the real cube root of \(t\), written \(x_{\min}(t)\). The definition treats negative fields separately, so that the power \(1/3\) is only ever taken of a non-negative number.

```lean
/-- The real cube root of the field `t`. -/
def xMin (t : ℝ) : ℝ :=
  if 0 ≤ t then t ^ (1 / 3 : ℝ) else -(-t) ^ (1 / 3 : ℝ)
```

The ground energy is \(E(t) = \inf_x f(x,t)\). Its definition does not mention \(x_{\min}\), so the link between the two has to be proved.

```lean
/-- The ground energy: the infimum of the energy over the orbital parameter. -/
def groundEnergy (t : ℝ) : ℝ := ⨅ x, energy x t
```

The orbital Hessian \(f_{xx}\) is likewise defined as a second derivative, not by a formula.

```lean
/-- The orbital Hessian: the second derivative of the energy in the orbital parameter. -/
def hessian (x t : ℝ) : ℝ := deriv (deriv (fun y => energy y t)) x
```

## The cube root is the only minimiser

For \(s \ge 0\) we have \((s^{1/3})^3 = s\). For \(t<0\), applying this to \(-t\) gives \((-(-t)^{1/3})^3 = -(-t) = t\). Hence \(x_{\min}(t)^3 = t\) for every real \(t\).

```lean
/-- The cube of `xMin t` is the field `t`. -/
theorem xMin_cube (t : ℝ) : xMin t ^ 3 = t := by
  have key : ∀ s : ℝ, 0 ≤ s → (s ^ (1 / 3 : ℝ)) ^ 3 = s := by
    intro s hs
    rw [← Real.rpow_natCast, ← Real.rpow_mul hs]
    norm_num
  unfold xMin
  split_ifs with h
  · exact key t h
  · have h1 := key (-t) (by linarith)
    linear_combination -h1
```

Write \(m = x_{\min}(t)\) and replace \(t\) by \(m^3\) in the energy difference:

\[ f(y,t)-f(m,t) = \frac{y^4-m^4}{4} - m^3(y-m) = \frac{(y-m)^2\,\bigl[(y+m)^2+2m^2\bigr]}{4}. \]

The Lean proof is this same algebra: `linear_combination` checks the identity after adding \((y-m)\) times the cube relation.

```lean
/-- The energy of any orbital parameter relative to that of `xMin t`, in factorised form. -/
theorem energy_gap (y t : ℝ) : energy y t - energy (xMin t) t =
    (y - xMin t) ^ 2 * ((y + xMin t) ^ 2 + 2 * xMin t ^ 2) / 4 := by
  have h := xMin_cube t
  unfold energy
  linear_combination (y - xMin t) * h
```

The right-hand side is never negative, so \(m\) is a global minimiser. For uniqueness, suppose that \(x \neq m\). The bracket is then strictly positive, because

\[ (x+m)^2+2m^2 = \tfrac14 (x-m)^2 + \tfrac1{12}(3x+5m)^2 + \tfrac23 m^2 . \]

So \(f(x,t) > f(m,t)\), and \(x\) is not a minimiser. The theorem states both directions at once: `x` minimises the energy over all `y` if and only if `x = xMin t`. In the proof, `nlinarith` is given the last two squares of this decomposition, and the first is positive by the hypothesis `hp`.

```lean
/-- At every field, `xMin t` is the one and only global minimiser of the energy. -/
theorem isMinimiser_iff (x t : ℝ) :
    (∀ y, energy x t ≤ energy y t) ↔ x = xMin t := by
  constructor
  · intro h
    by_contra hne
    have hd : x - xMin t ≠ 0 := sub_ne_zero.mpr hne
    have hp : 0 < (x - xMin t) ^ 2 := by positivity
    have hB : 0 < (x + xMin t) ^ 2 + 2 * xMin t ^ 2 := by
      nlinarith [sq_nonneg (3 * x + 5 * xMin t), sq_nonneg (xMin t)]
    have hm := mul_pos hp hB
    have hg := energy_gap x t
    have hx := h (xMin t)
    linarith
  · rintro rfl y
    have hg := energy_gap y t
    have hn : 0 ≤ (y - xMin t) ^ 2 * ((y + xMin t) ^ 2 + 2 * xMin t ^ 2) / 4 := by
      positivity
    linarith
```

The infimum is therefore attained, and \(E(t) = f(x_{\min}(t),t)\). The two inequalities in the proof say that the infimum is at most the value at \(x_{\min}(t)\), and that this value is itself a lower bound.

```lean
/-- The ground energy is the energy at the orbital parameter `xMin t`. -/
theorem groundEnergy_eq (t : ℝ) : groundEnergy t = energy (xMin t) t := by
  have hmin := (isMinimiser_iff (xMin t) t).2 rfl
  apply le_antisymm
  · exact ciInf_le ⟨energy (xMin t) t, by rintro _ ⟨y, rfl⟩; exact hmin y⟩ (xMin t)
  · exact le_ciInf hmin
```

## The energy derivative needs only continuity

The map \(a \mapsto a^3\) is strictly increasing. If \(s \le t\), then \(x_{\min}(s)^3 \le x_{\min}(t)^3\), and so \(x_{\min}(s) \le x_{\min}(t)\). Every real \(y\) is a value of \(x_{\min}\), since \(x_{\min}(y^3) = y\). A monotone function that takes every real value cannot jump, so \(x_{\min}\) is continuous.

```lean
/-- The relaxed orbital parameter depends continuously on the field. -/
theorem continuous_xMin : Continuous xMin := by
  have hodd : StrictMono (fun a : ℝ => a ^ 3) := Odd.strictMono_pow ⟨1, by norm_num⟩
  have hmono : Monotone xMin := by
    intro s t hst
    apply hodd.le_iff_le.1
    rw [xMin_cube, xMin_cube]
    exact hst
  have hsurj : Function.Surjective xMin := fun y =>
    ⟨y ^ 3, hodd.injective (xMin_cube (y ^ 3))⟩
  exact hmono.continuous_of_surjective hsurj
```

Now use each minimiser as a trial parameter at the other field:

\[ E(s) \le f(x_{\min}(t),s) = E(t) - (s-t)\,x_{\min}(t), \]
\[ E(t) \le f(x_{\min}(s),t) = E(s) + (s-t)\,x_{\min}(s). \]

Let \(R = E(s)-E(t)+(s-t)\,x_{\min}(t)\) be the error of the linearised energy. The first inequality gives \(R \le 0\), and the second gives \(R \ge -(s-t)\,(x_{\min}(s)-x_{\min}(t))\). Together,

\[ |R| \le |s-t|\;|x_{\min}(s)-x_{\min}(t)| . \]

By continuity the last factor tends to zero as \(s \to t\), so \(R\) is of smaller order than \(s-t\) and

\[ E'(t) = -x_{\min}(t) = \left.\frac{\partial f}{\partial t}\right|_{x=x_{\min}(t)} . \]

This is the Hellmann-Feynman statement for a minimised function of one parameter; it involves no operator and no eigenstate. `HasDerivAt groundEnergy (-xMin t) t` says that the derivative exists at `t` and has this value. In the proof, `c` is an arbitrary positive bound on \(|x_{\min}(s)-x_{\min}(t)|\), `h1` and `h2` are the two trial inequalities, and the derivative of \(x_{\min}\) is never used.

```lean
/-- At every field the ground energy has derivative `-xMin t`. -/
theorem hellmann_feynman (t : ℝ) : HasDerivAt groundEnergy (-xMin t) t := by
  rw [hasDerivAt_iff_isLittleO, Asymptotics.isLittleO_iff]
  intro c hc
  have hev := (continuous_xMin.tendsto t).eventually (Metric.ball_mem_nhds (xMin t) hc)
  filter_upwards [hev] with s hs
  have hs' : |xMin s - xMin t| < c := by
    rw [← Real.dist_eq]
    exact hs
  -- each minimiser serves as a trial parameter at the other field
  have h1 := (isMinimiser_iff (xMin s) s).2 rfl (xMin t)
  have h2 := (isMinimiser_iff (xMin t) t).2 rfl (xMin s)
  rw [groundEnergy_eq, groundEnergy_eq, smul_eq_mul, Real.norm_eq_abs, Real.norm_eq_abs]
  unfold energy at *
  have hb : |(s - t) * (xMin s - xMin t)| ≤ c * |s - t| := by
    rw [abs_mul, mul_comm]
    exact mul_le_mul_of_nonneg_right hs'.le (abs_nonneg _)
  have hP := le_abs_self ((s - t) * (xMin s - xMin t))
  have h0 := abs_nonneg ((s - t) * (xMin s - xMin t))
  refine le_trans (abs_le.2 ⟨?_, ?_⟩) hb
  · nlinarith
  · nlinarith
```

## The response equation and the Hessian

Differentiating \(f\) twice in \(x\) gives \(f_x = x^3 - t\) and \(f_{xx} = 3x^2\). Since Lean's `deriv` returns zero where a function has no derivative, a zero Hessian could in principle be an artefact. The proof excludes this by establishing both derivatives with `HasDerivAt`.

```lean
/-- The orbital Hessian of the model is `3 x²`. -/
theorem hessian_eq (x t : ℝ) : hessian x t = 3 * x ^ 2 := by
  have h : deriv (fun y => energy y t) = fun y => y ^ 3 - t := by
    funext y
    have h1 : HasDerivAt (fun y => energy y t) (y ^ 3 - t) y := by
      unfold energy
      refine (((hasDerivAt_pow 4 y).div_const 4).fun_sub
        ((hasDerivAt_id' y).const_mul t)).congr_deriv ?_
      norm_num
    exact h1.deriv
  have h2 : HasDerivAt (fun y : ℝ => y ^ 3 - t) (3 * x ^ 2) x := by
    simpa using (hasDerivAt_pow 3 x).sub_const t
  unfold hessian
  rw [h]
  exact h2.deriv
```

Take the property \(P(x)=x\). Its Z-vector equation is \(f_{xx}\,z = \partial P/\partial x = 1\), and the derivative of the property along the relaxed path is \(-z f_{xt}\). Here \(f_{xt}=-1\), so this derivative is \(z\) itself. Because \(\partial P/\partial x\) and \(-f_{xt}\) are both equal to 1 here, the equation coincides with the direct response equation \(f_{xx}\,x_{\min}' = -f_{xt} = 1\).

Suppose first that \(x_{\min}\) has derivative \(z\) at \(t\). Differentiating \(x_{\min}(s)^3 = s\) at \(s=t\) gives \(3x_{\min}(t)^2 z = 1\), which is the Z-vector equation. Conversely, if \(3x_{\min}(t)^2 z = 1\), then \(3x_{\min}(t)^2 \neq 0\). The cubing map has this non-zero slope at \(x_{\min}(t)\), and \(x_{\min}\) is its continuous inverse, so \(x_{\min}\) has derivative \(1/(3x_{\min}(t)^2) = z\).

The theorem is an equivalence for every pair `t`, `z`. Its first half compares two derivatives of the same function by uniqueness, and its second half applies the inverse function rule `HasDerivAt.of_local_left_inverse`.

```lean
/-- A number `z` is the derivative of the relaxed orbital parameter with respect to the field
exactly when it solves `hessian (xMin t) t * z = 1`. -/
theorem hasDerivAt_xMin_iff (t z : ℝ) :
    HasDerivAt xMin z t ↔ hessian (xMin t) t * z = 1 := by
  rw [hessian_eq]
  constructor
  · intro h
    -- differentiate the stationarity condition
    have h1 := h.fun_pow 3
    have h2 : HasDerivAt (fun s => xMin s ^ 3) 1 t := by
      simp only [xMin_cube]
      exact hasDerivAt_id' t
    simpa using h1.unique h2
  · intro h
    have h0 : 3 * xMin t ^ 2 ≠ 0 := by
      intro h0
      rw [h0] at h
      simp at h
    have hc : HasDerivAt (fun y : ℝ => y ^ 3) (3 * xMin t ^ 2) (xMin t) := by
      simpa using hasDerivAt_pow 3 (xMin t)
    have hi := HasDerivAt.of_local_left_inverse continuous_xMin.continuousAt hc h0
      (Eventually.of_forall xMin_cube)
    exact hi.congr_deriv (inv_eq_of_mul_eq_one_right h)
```

If \(t \neq 0\), then \(x_{\min}(t) \neq 0\), and \(z = 1/(3x_{\min}(t)^2)\) solves the equation. If \(t=0\), then \(x_{\min}(0)=0\) and the equation becomes \(0\cdot z = 1\). So \(x_{\min}\) is differentiable exactly at the non-zero fields.

```lean
/-- The relaxed orbital parameter is differentiable exactly at the non-zero fields. -/
theorem differentiableAt_xMin_iff (t : ℝ) : DifferentiableAt ℝ xMin t ↔ t ≠ 0 := by
  constructor
  · rintro h rfl
    have h1 := (hasDerivAt_xMin_iff 0 _).1 h.hasDerivAt
    have h0 : xMin 0 = 0 := (pow_eq_zero_iff three_ne_zero).1 (xMin_cube 0)
    rw [hessian_eq, h0] at h1
    norm_num at h1
  · intro ht
    have hx : xMin t ≠ 0 := by
      intro h0
      have h1 := xMin_cube t
      rw [h0] at h1
      exact ht (by linarith)
    have hz : hessian (xMin t) t * (3 * xMin t ^ 2)⁻¹ = 1 := by
      rw [hessian_eq]
      exact mul_inv_cancel₀ (by positivity)
    exact ((hasDerivAt_xMin_iff t _).2 hz).differentiableAt
```

The limit of small field shows how the response is lost. For \(t \neq 0\) the solution is

\[ z = \frac{1}{3\,|t|^{2/3}}, \]

which grows without bound as \(t \to 0\), while \(E'(t) = -x_{\min}(t)\) tends to zero. This divergence is read off from the formula and is not one of the theorems in the file.

## Zero field

At \(t=0\) the results combine. The energy derivative is \(E'(0) = -x_{\min}(0) = 0\), the property \(x_{\min}\) has no derivative, and no real \(z\) satisfies \(f_{xx}\,z = 1\). The three parts of the final theorem state these facts in that order, with the Hessian evaluated at the minimiser `xMin 0`.

The model shows that, for a function minimised over a parameter, a unique global minimum and a well-defined energy gradient do not by themselves guarantee a solvable response equation. It does not show that an energy derived from an electronic Hamiltonian behaves in this way. Nor does it treat Hessians of several parameters, where a singular matrix can still admit a solution for particular right-hand sides.

```lean
/-- At zero field the ground energy has derivative zero, while the relaxed orbital parameter is not
differentiable and no real `z` solves `hessian (xMin 0) 0 * z = 1`. -/
theorem singular_hessian_counterexample :
    HasDerivAt groundEnergy 0 0 ∧ ¬ DifferentiableAt ℝ xMin 0 ∧
      ¬ ∃ z : ℝ, hessian (xMin 0) 0 * z = 1 := by
  have h0 : xMin 0 = 0 := (pow_eq_zero_iff three_ne_zero).1 (xMin_cube 0)
  have hnd : ¬ DifferentiableAt ℝ xMin 0 := fun h => (differentiableAt_xMin_iff 0).1 h rfl
  refine ⟨?_, hnd, ?_⟩
  · exact (hellmann_feynman 0).congr_deriv (by rw [h0, neg_zero])
  · rintro ⟨z, hz⟩
    exact hnd ((hasDerivAt_xMin_iff 0 z).2 hz).differentiableAt

end

end SingularOrbitalHessian
```

```lean
#print axioms SingularOrbitalHessian.hasDerivAt_xMin_iff
#print axioms SingularOrbitalHessian.singular_hessian_counterexample
```

```
'SingularOrbitalHessian.hasDerivAt_xMin_iff' depends on axioms: [propext, Classical.choice, Quot.sound]
'SingularOrbitalHessian.singular_hessian_counterexample' depends on axioms: [propext, Classical.choice, Quot.sound]
```
